# Dobson's D is nonnegative and invariant under unitary mixing and a common local phase wherever the density is positive

To map the electron localisation function (ELF) of a current-carrying single determinant, a program computes a number $D$ for each spin at each grid point, from the values and gradients of the occupied orbitals. It then forms $1/(1+(D/D_0)^2)$, where $D_0$ is the uniform-gas value at the same spin density. The square hides the sign of $D$, so a wrongly negative $D$ could still give a plausible picture.

## Orbital data at one point

Let $p_i\in\mathbb C$ be the value of orbital $i$ and $g_{ik}\in\mathbb C$ component $k$ of its gradient. The finite types `ι` and `κ` label the occupied orbitals of one spin and the Cartesian components. Write $\mathrm i$ for the imaginary unit and define

$$\rho=\sum_i|p_i|^2,\quad w_k=\sum_i\bar p_i g_{ik},\quad G_k=2\,\mathrm{Re}\,w_k,\quad J_k=\mathrm{Im}\,w_k,$$

$$S=\sum_{k,i}|g_{ik}|^2,\qquad D=S-\frac{\sum_k G_k^2}{4\rho}-\frac{\sum_k J_k^2}{\rho}.$$

Occupations are one, and the current $J$ omits the factor $\hbar/m$. The values and gradients are arbitrary numbers: neither orthonormality nor a Schrödinger equation is assumed.

```lean
import Mathlib

open Matrix
open scoped ComplexConjugate

namespace DobsonLocalisation

noncomputable section

variable {ι κ : Type*} [Fintype ι] [Fintype κ]

/-- The density `ρ = ∑ |p i|²` of orbitals with complex values `p i` at a point. -/
def density (p : ι → ℂ) : ℝ := ∑ i, Complex.normSq (p i)

/-- The complex vector `w = ∑ conj (p i) g i`, component by component. -/
def overlap (p : ι → ℂ) (g : ι → κ → ℂ) (k : κ) : ℂ := ∑ i, conj (p i) * g i k

/-- The density gradient `∇ρ = 2 Re w`. -/
def gradDensity (p : ι → ℂ) (g : ι → κ → ℂ) (k : κ) : ℝ := 2 * (overlap p g k).re

/-- The current density `j = Im w`. -/
def current (p : ι → ℂ) (g : ι → κ → ℂ) (k : κ) : ℝ := (overlap p g k).im

/-- The sum of the squared norms of all orbital gradients. -/
def gradSq (g : ι → κ → ℂ) : ℝ := ∑ k, ∑ i, Complex.normSq (g i k)

/-- Dobson's `D = ∑ ‖g i‖² - ‖∇ρ‖²/(4ρ) - ‖j‖²/ρ`, meant for points where `ρ > 0`. -/
def dobson (p : ι → ℂ) (g : ι → κ → ℂ) : ℝ :=
  gradSq g - (∑ k, gradDensity p g k ^ 2) / (4 * density p)
    - (∑ k, current p g k ^ 2) / density p
```

The remaining definitions are a sum $P$ over ordered orbital pairs (`pairSum`), mixing by a matrix $U$ that is constant in space, and multiplication of all orbitals by a common phase.

```lean
/-- The sum of `‖p i g j - p j g i‖²` over all ordered pairs of orbitals. -/
def pairSum (p : ι → ℂ) (g : ι → κ → ℂ) : ℝ :=
  ∑ k, ∑ i, ∑ j, Complex.normSq (p i * g j k - p j * g i k)

/-- The gradients of the orbitals mixed by the matrix `U`. -/
def mixGrad (U : Matrix ι ι ℂ) (g : ι → κ → ℂ) (i : ι) (k : κ) : ℂ :=
  (U *ᵥ fun j => g j k) i

/-- Orbital values after multiplication by the phase `e^(ic)`. -/
def phaseVal (c : ℝ) (p : ι → ℂ) (i : ι) : ℂ := Complex.exp (c * Complex.I) * p i

/-- Orbital gradients after a phase change with phase `c` and phase gradient `a`. -/
def phaseGrad (c : ℝ) (a : κ → ℝ) (p : ι → ℂ) (g : ι → κ → ℂ) (i : ι) (k : κ) : ℂ :=
  Complex.exp (c * Complex.I) * (g i k + Complex.I * p i * a k)
```

## (a) The gradient of the density

Let $\varphi_i$ be orbital $i$ along coordinate line $k$, with value $p_i$ and derivative $g_{ik}$ at the point. Show that $\partial_k\rho=G_k$.

The product rule gives $\partial_k|\varphi_i|^2=\bar g_{ik}p_i+\bar p_i g_{ik}=2\,\mathrm{Re}(\bar p_i g_{ik})$; sum over $i$. Lean differentiates real and imaginary parts separately.

```lean
omit [Fintype κ] in
/-- If the orbitals have derivatives `g i k` along coordinate `k`, the density has the
derivative `gradDensity` along that coordinate. -/
theorem hasDerivAt_density (φ : ι → ℝ → ℂ) (g : ι → κ → ℂ) (k : κ) (t : ℝ)
    (h : ∀ i, HasDerivAt (φ i) (g i k) t) :
    HasDerivAt (fun s => density fun i => φ i s)
      (gradDensity (fun i => φ i t) g k) t := by
  have hr : ∀ i, HasDerivAt (fun s => (φ i s).re) (g i k).re t := fun i =>
    Complex.reCLM.hasFDerivAt.comp_hasDerivAt t (h i)
  have hi : ∀ i, HasDerivAt (fun s => (φ i s).im) (g i k).im t := fun i =>
    Complex.imCLM.hasFDerivAt.comp_hasDerivAt t (h i)
  simp only [density, Complex.normSq_apply]
  refine (HasDerivAt.fun_sum fun i _ =>
    ((hr i).fun_mul (hr i)).fun_add ((hi i).fun_mul (hi i))).congr_deriv ?_
  simp only [gradDensity, overlap, Complex.re_sum, Finset.mul_sum]
  refine Finset.sum_congr rfl fun i _ => ?_
  simp only [Complex.mul_re, Complex.conj_re, Complex.conj_im]
  ring
```

## (b) The gradient under a local phase

Let $\varphi$ and a real phase $c$ have derivatives $g$ and $a$. Show that $(e^{\mathrm ic}\varphi)'=e^{\mathrm ic}(g+\mathrm i\varphi a)$.

The chain rule gives $(e^{\mathrm ic})'=\mathrm i a e^{\mathrm ic}$, and the product rule adds $e^{\mathrm ic}g$. This justifies `phaseGrad`.

```lean
/-- Along a coordinate line, an orbital multiplied by a position-dependent phase `e^(ic)`
has the derivative `e^(ic) (g + i φ a)`, where `g` and `a` are the derivatives of `φ` and `c`. -/
theorem hasDerivAt_phase (φ : ℝ → ℂ) (c : ℝ → ℝ) (g : ℂ) (a t : ℝ)
    (hφ : HasDerivAt φ g t) (hc : HasDerivAt c a t) :
    HasDerivAt (fun s => Complex.exp (c s * Complex.I) * φ s)
      (Complex.exp (c t * Complex.I) * (g + Complex.I * φ t * a)) t := by
  have h1 := (hc.ofReal_comp.mul_const Complex.I).cexp
  exact (h1.fun_mul hφ).congr_deriv (by ring)
```

## (c) The complex Lagrange identity

For complex $x_i$, show that

$$\sum_{i,j}|p_ix_j-p_jx_i|^2=2\Big(\sum_i|p_i|^2\sum_i|x_i|^2-\Big|\sum_i\bar p_ix_i\Big|^2\Big).$$

With $z_i=\bar p_ix_i$, each term on the left is

$$|p_i|^2|x_j|^2+|x_i|^2|p_j|^2-2\,\mathrm{Re}(\bar z_iz_j).$$

Summing gives two equal products and $-2|\sum_i z_i|^2$.

The proof turns on `Finset.mul_sum` and `Finset.sum_mul`, used backwards. In the inner sum over $j$, factors carrying only $i$ are constants and move out; the finished $j$-sum is then a constant for the sum over $i$. Each double sum becomes a product of single sums, which `ring` treats as plain variables.

```lean
/-- The complex Lagrange identity: the defect in the Cauchy-Schwarz inequality is a sum of
squares over pairs. -/
theorem lagrange (p x : ι → ℂ) :
    ∑ i, ∑ j, Complex.normSq (p i * x j - p j * x i) =
      2 * ((∑ i, Complex.normSq (p i)) * (∑ i, Complex.normSq (x i))
        - Complex.normSq (∑ i, conj (p i) * x i)) := by
  have h : ∀ i j, Complex.normSq (p i * x j - p j * x i) =
      Complex.normSq (p i) * Complex.normSq (x j)
        + Complex.normSq (x i) * Complex.normSq (p j)
        - 2 * ((conj (p i) * x i).re * (conj (p j) * x j).re
          + (conj (p i) * x i).im * (conj (p j) * x j).im) := by
    intro i j
    simp only [Complex.normSq_apply, Complex.sub_re, Complex.sub_im, Complex.mul_re,
      Complex.mul_im, Complex.conj_re, Complex.conj_im]
    ring
  rw [Complex.normSq_apply (∑ i, conj (p i) * x i), Complex.re_sum, Complex.im_sum]
  simp only [h, Finset.sum_sub_distrib, Finset.sum_add_distrib, ← Finset.mul_sum,
    ← Finset.sum_mul]
  ring
```

## (d) D as a sum over pairs

For $\rho>0$, show that

$$D=\frac{P}{2\rho},\qquad P=\sum_{k,i,j}|p_ig_{jk}-p_jg_{ik}|^2.$$

Apply (c) with $x_i=g_{ik}$ and sum over $k$: $P=2(\rho S-\sum_k|w_k|^2)$. Since $|w_k|^2=G_k^2/4+J_k^2$, division by $2\rho$ gives $D$. These two facts are `h` and `hw`.

```lean
/-- Where the density is positive, `D` is the sum of `‖p i g j - p j g i‖²` over ordered
pairs, divided by `2ρ`. -/
theorem dobson_eq_pairSum {p : ι → ℂ} (g : ι → κ → ℂ) (hρ : 0 < density p) :
    dobson p g = pairSum p g / (2 * density p) := by
  have hne : density p ≠ 0 := hρ.ne'
  -- the Lagrange identity, summed over Cartesian components
  have h : pairSum p g = ∑ k, 2 * (density p * (∑ i, Complex.normSq (g i k))
      - Complex.normSq (overlap p g k)) :=
    Finset.sum_congr rfl fun k _ => lagrange p fun i => g i k
  -- `‖w‖²` splits into the density-gradient and current parts
  have hw : ∑ k, Complex.normSq (overlap p g k) =
      (∑ k, gradDensity p g k ^ 2) / 4 + ∑ k, current p g k ^ 2 := by
    rw [Finset.sum_div, ← Finset.sum_add_distrib]
    refine Finset.sum_congr rfl fun k _ => ?_
    simp only [Complex.normSq_apply, gradDensity, current]
    ring
  rw [h, ← Finset.mul_sum, Finset.sum_sub_distrib, ← Finset.mul_sum, hw, dobson, gradSq]
  field_simp
  ring
```

In a code, one loop over orbitals accumulates $\rho$, $w$ and $S$, and $D$ follows by subtraction. Rounding can leave it slightly negative where it is nearly zero. The pair form avoids that subtraction of large totals, but its cost grows quadratically with the number of orbitals.

## (e) Inner products under mixing

For $U^\dagger U=1$, show that $\sum_i\overline{(Ux)_i}(Uy)_i=\sum_i\bar x_iy_i$.

The left side is $x^\dagger U^\dagger Uy=x^\dagger y$.

```lean
/-- Unitary mixing preserves the sum `∑ conj (x i) y i` over orbitals. -/
theorem mix_inner [DecidableEq ι] {U : Matrix ι ι ℂ} (hU : Uᴴ * U = 1) (x y : ι → ℂ) :
    ∑ i, conj ((U *ᵥ x) i) * (U *ᵥ y) i = ∑ i, conj (x i) * y i := by
  have h : star (U *ᵥ x) ⬝ᵥ (U *ᵥ y) = star x ⬝ᵥ y := by
    rw [Matrix.star_mulVec, Matrix.dotProduct_mulVec, Matrix.vecMul_vecMul, hU,
      Matrix.vecMul_one]
  exact h
```

## (f) D under mixing

For $U^\dagger U=1$, show that $D(Up,Ug)=D(p,g)$.

By (e), with $x=y$ for $\rho$ and $S$, and with $x=p$, $y=g_{\cdot k}$ for $w_k$, every ingredient of $D$ is unchanged.

```lean
/-- `D` does not change when the orbitals and their gradients are mixed by a unitary matrix. -/
theorem dobson_mix [DecidableEq ι] {U : Matrix ι ι ℂ} (hU : Uᴴ * U = 1)
    (p : ι → ℂ) (g : ι → κ → ℂ) : dobson (U *ᵥ p) (mixGrad U g) = dobson p g := by
  have hn : ∀ x : ι → ℂ,
      ∑ i, Complex.normSq ((U *ᵥ x) i) = ∑ i, Complex.normSq (x i) := by
    intro x
    apply Complex.ofReal_injective
    simp only [Complex.ofReal_sum, Complex.normSq_eq_conj_mul_self]
    exact mix_inner hU x x
  have h1 : density (U *ᵥ p) = density p := hn p
  have h2 : overlap (U *ᵥ p) (mixGrad U g) = overlap p g :=
    funext fun k => mix_inner hU p fun j => g j k
  have h3 : gradSq (mixGrad U g) = gradSq g :=
    Finset.sum_congr rfl fun k _ => hn fun j => g j k
  simp only [dobson, gradDensity, current, h1, h2, h3]
```

## (g) Density and pair sum under a phase

Let $p'_i=e^{\mathrm ic}p_i$ and $g'_{ik}=e^{\mathrm ic}(g_{ik}+\mathrm ip_ia_k)$, with $c$ and $a_k$ real. Show that $\rho'=\rho$ and $P'=P$.

The first holds because $|e^{\mathrm ic}|=1$. For the second,

$$p'_ig'_{jk}-p'_jg'_{ik}=e^{2\mathrm ic}\big(p_ig_{jk}-p_jg_{ik}+\mathrm ia_k(p_ip_j-p_jp_i)\big),$$

and the last bracket is zero.

```lean
/-- A phase change with real phase gradient leaves the density and the pair sum unchanged. -/
theorem phase_invariants (c : ℝ) (a : κ → ℝ) (p : ι → ℂ) (g : ι → κ → ℂ) :
    density (phaseVal c p) = density p ∧
      pairSum (phaseVal c p) (phaseGrad c a p g) = pairSum p g := by
  have he : Complex.normSq (Complex.exp (c * Complex.I)) = 1 := by
    rw [Complex.normSq_eq_norm_sq, Complex.norm_exp_ofReal_mul_I, one_pow]
  constructor
  · simp only [density, phaseVal, Complex.normSq_mul, he, one_mul]
  · refine Finset.sum_congr rfl fun k _ => Finset.sum_congr rfl fun i _ =>
      Finset.sum_congr rfl fun j _ => ?_
    -- the phase gradient cancels in the antisymmetric combination
    have h : phaseVal c p i * phaseGrad c a p g j k - phaseVal c p j * phaseGrad c a p g i k =
        Complex.exp (c * Complex.I) * Complex.exp (c * Complex.I)
          * (p i * g j k - p j * g i k) := by
      simp only [phaseVal, phaseGrad]
      ring
    rw [h, Complex.normSq_mul, Complex.normSq_mul, he, one_mul, one_mul]
```

## (h) Sign and invariance together

For $\rho>0$, show that $D\ge0$ and $D(p',g')=D(p,g)$, and collect these with (d) and (f).

In (d), $P$ is a sum of squares and $2\rho>0$. By (g), $\rho'>0$ too, so (d) applies on both sides with equal $P$ and $\rho$.

```lean
/-- Where the density is positive, Dobson's `D` is the pair sum over `2ρ`, is nonnegative,
and is invariant under unitary mixing and under phase changes with real phase gradient. -/
theorem dobson_nonneg_and_invariant [DecidableEq ι] {p : ι → ℂ} (g : ι → κ → ℂ)
    (hρ : 0 < density p) :
    dobson p g = pairSum p g / (2 * density p) ∧ 0 ≤ dobson p g ∧
      (∀ U : Matrix ι ι ℂ, Uᴴ * U = 1 → dobson (U *ᵥ p) (mixGrad U g) = dobson p g) ∧
      ∀ (c : ℝ) (a : κ → ℝ), dobson (phaseVal c p) (phaseGrad c a p g) = dobson p g := by
  refine ⟨dobson_eq_pairSum g hρ, ?_, fun U hU => dobson_mix hU p g, fun c a => ?_⟩
  · rw [dobson_eq_pairSum g hρ]
    exact div_nonneg (Finset.sum_nonneg fun k _ => Finset.sum_nonneg fun i _ =>
      Finset.sum_nonneg fun j _ => Complex.normSq_nonneg _) (by linarith)
  · obtain ⟨h1, h2⟩ := phase_invariants c a p g
    rw [dobson_eq_pairSum _ (h1.symm ▸ hρ), h1, h2, dobson_eq_pairSum g hρ]
```

## (i) Where D vanishes

For $\rho>0$, show that $D=0$ exactly when $p_ig_{jk}=p_jg_{ik}$ for all $i,j,k$.

By (d), $D=0$ means $P=0$, and a sum of nonnegative terms vanishes only if each term does. Lean peels off the sums over $k$, $i$ and $j$ in turn.

```lean
/-- Where the density is positive, `D` vanishes exactly when `p i g j = p j g i` for every
pair of orbitals. -/
theorem dobson_eq_zero_iff {p : ι → ℂ} (g : ι → κ → ℂ) (hρ : 0 < density p) :
    dobson p g = 0 ↔ ∀ i j k, p i * g j k = p j * g i k := by
  have hne : 2 * density p ≠ 0 := by positivity
  rw [dobson_eq_pairSum g hρ, div_eq_zero_iff, or_iff_left hne, pairSum]
  constructor
  · intro h i j k
    -- a vanishing sum of squares vanishes term by term
    have h1 := (Finset.sum_eq_zero_iff_of_nonneg (fun k _ => Finset.sum_nonneg fun i _ =>
      Finset.sum_nonneg fun j _ => Complex.normSq_nonneg _)).1 h k (Finset.mem_univ k)
    have h2 := (Finset.sum_eq_zero_iff_of_nonneg (fun i _ =>
      Finset.sum_nonneg fun j _ => Complex.normSq_nonneg _)).1 h1 i (Finset.mem_univ i)
    have h3 := (Finset.sum_eq_zero_iff_of_nonneg (fun j _ =>
      Complex.normSq_nonneg _)).1 h2 j (Finset.mem_univ j)
    exact sub_eq_zero.1 (Complex.normSq_eq_zero.1 h3)
  · intro h
    refine Finset.sum_eq_zero fun k _ => Finset.sum_eq_zero fun i _ =>
      Finset.sum_eq_zero fun j _ => ?_
    rw [h i j k, sub_self, map_zero]
```

## (j) A single orbital

For one orbital with $\rho>0$, show that $D=0$, even if it carries current.

Only $i=j$ occurs, so the condition in (i) reads $p_ig_{ik}=p_ig_{ik}$. `Subsingleton ι` says that there is at most one orbital; $\rho>0$ excludes none.

```lean
/-- For a single complex orbital, `D` vanishes wherever the density is positive. -/
theorem dobson_single [Subsingleton ι] {p : ι → ℂ} (g : ι → κ → ℂ) (hρ : 0 < density p) :
    dobson p g = 0 :=
  (dobson_eq_zero_iff g hρ).2 fun i j k => by rw [Subsingleton.elim i j]

end

end DobsonLocalisation
```
```lean
#print axioms DobsonLocalisation.hasDerivAt_density
#print axioms DobsonLocalisation.hasDerivAt_phase
#print axioms DobsonLocalisation.dobson_nonneg_and_invariant
#print axioms DobsonLocalisation.dobson_single
```

```
'DobsonLocalisation.hasDerivAt_density' depends on axioms: [propext, Classical.choice, Quot.sound]
'DobsonLocalisation.hasDerivAt_phase' depends on axioms: [propext, Classical.choice, Quot.sound]
'DobsonLocalisation.dobson_nonneg_and_invariant' depends on axioms: [propext, Classical.choice, Quot.sound]
'DobsonLocalisation.dobson_single' depends on axioms: [propext, Classical.choice, Quot.sound]
```
